# With an integrable continuum, a signal settles only if no bound-state oscillation survives

Let $g$ be an integrable complex function on the real line, $a$ a real number and $w \neq 0$ a real frequency. The signal

$$a\cos(wt) + \int g(E)\,e^{iEt}\,dE$$

converges as $t \to \infty$ if and only if $a = 0$. More generally, let $s$ be a finite set of real frequencies with complex amplitudes $c(\omega)$. The signal

$$S(t) = B(t) + C(t), \qquad B(t) = \sum_{\omega\in s} c(\omega)\,e^{i\omega t}, \qquad C(t) = \int g(E)\,e^{iEt}\,dE$$

converges if and only if $c(\omega) = 0$ for every non-zero $\omega \in s$.

## Bound states and leads after a quench

Take a non-interacting junction whose Hamiltonian is constant after a sudden change, such as the switching of a bias. In the Keldysh formalism, a one-body observable follows from the equal-time lesser Green function. Expanded in eigenstates of the final Hamiltonian, it is a sum over pairs of states, and each pair carries a phase that rotates at the difference of the two energies (with $\hbar = 1$).

Pairs of bound states give discrete frequencies, which make up $B$. Pairs that involve the continuum of the leads give a spread of frequencies, which $C$ describes when their weight is integrable. A steady value maintained by the leads is a constant and can be included in $B$ at $\omega = 0$.

In $C$ the variable $E$ is the energy difference of a pair, and $g(E)$ is the weight per unit of $E$. Integrability means that the total weight $\int |g(E)|\,dE$ is finite. Integrable band-edge singularities are allowed; a sharp line is not, and belongs in $B$.

If a non-interacting model is simulated as a closed system with finitely many levels, leads included, the whole signal is of type $B$. Unless every amplitude at non-zero frequency vanishes, it never converges, even if it looks flat for a long time.

## The criterion and its Lean statement

The theorem `converges_iff` is the general criterion. Its left side says that some complex number `L` is the limit of `boundSignal s c t + G.signal t` as `t` grows; its right side is `∀ ω ∈ s, ω ≠ 0 → c ω = 0`. The objects correspond to the physics as follows.

- `phase ω t` is $e^{i\omega t}$, which fixes the sign convention.
- `s : Finset ℝ` lists distinct frequencies. If several pairs of bound states share a frequency, `c ω` is their summed amplitude, which may cancel. Values of `c` outside `s` play no role.
- `G : Continuum` holds the density $g$ together with its integrability, and `G.signal` is $C$.

Nothing forces the signal to be real. The theorem `cosine_converges_iff` is the special case with the cosine, for $w$ of either sign. When the criterion holds, `tendsto_steady_value` gives the limit: the sum of the amplitudes, which is $c(0)$ if $0 \in s$ and zero otherwise.

The split into $B$ and $C$ is assumed. The file contains no Hamiltonian and no Green function, and it treats neither interactions nor infinitely many bound frequencies. It also gives no decay rate for $C$, since integrability alone doesn't determine one.

## The continuum dephases

For $t > 0$, substitute $E \to E + \pi/t$ in the integral. The phase gains a factor $e^{i\pi} = -1$, so

$$C(t) = -\int g(E + \pi/t)\,e^{iEt}\,dE .$$

Averaging this with the original expression gives

$$C(t) = \tfrac12\int \bigl[g(E) - g(E+\pi/t)\bigr]e^{iEt}\,dE, \qquad |C(t)| \le \tfrac12\int |g(E) - g(E+\pi/t)|\,dE .$$

The last integral tends to zero, because a small translation changes an integrable function little in the mean. This is the Riemann–Lebesgue lemma. Hence $S$ converges if and only if $B$ does, and to the same limit.

## A single oscillation

Suppose that $c\,e^{i\omega t} \to L$ with $\omega \neq 0$. The signal shifted by $\pi/\omega$ has the same limit, but it equals $-c\,e^{i\omega t}$. So $L = -L$, which gives $L = 0$. The modulus $|c\,e^{i\omega t}| = |c|$ doesn't depend on time and tends to $|L| = 0$, hence $c = 0$.

## Removing one frequency at a time

For several frequencies, use induction on the set. The empty set has no amplitudes to check. Now add a frequency $\nu \notin s$ to a set $s$ for which the claim holds for all amplitudes and all limits, and suppose that

$$B(t) = c(\nu)\,e^{i\nu t} + \sum_{x\in s} c(x)\,e^{ixt} \to L .$$

For any time shift $\tau$,

$$B(t+\tau) - e^{i\nu\tau}B(t) = \sum_{x\in s} c(x)\bigl(e^{ix\tau} - e^{i\nu\tau}\bigr)e^{ixt} \to L - e^{i\nu\tau}L .$$

The frequency $\nu$ has dropped out. By the induction hypothesis, $c(\omega)\bigl(e^{i\omega\tau} - e^{i\nu\tau}\bigr) = 0$ for each non-zero $\omega \in s$. Choose $\tau = \pi/(\omega-\nu)$ for the $\omega$ in question. Then $e^{i\omega\tau} = -e^{i\nu\tau}$, the bracket equals $-2e^{i\nu\tau} \neq 0$, and $c(\omega) = 0$.

Only $c(\nu)e^{i\nu t}$ and a constant are left. If $\nu \neq 0$, subtracting the constant leaves a single convergent oscillation, so $c(\nu) = 0$.

Conversely, if all amplitudes at non-zero frequency vanish, $B$ is constant and $S$ converges to that constant. For the cosine, write

$$a\cos(wt) = \tfrac a2 e^{iwt} + \tfrac a2 e^{-iwt} .$$

The frequencies $w$ and $-w$ are distinct because $w \neq 0$, and the criterion reads $a/2 = 0$.

## The Lean file

```lean
import Mathlib

open MeasureTheory Filter Topology

namespace KeldyshDephasing

noncomputable section

/-- The phase factor `exp(iωt)` of an oscillation with angular frequency `ω` at time `t`. -/
def phase (ω t : ℝ) : ℂ := Complex.exp (((ω * t : ℝ) : ℂ) * Complex.I)

/-- A continuous spread of frequencies, given by an integrable complex density on the real line. -/
structure Continuum where
  /-- The complex density as a function of frequency (an energy difference, with `ħ = 1`). -/
  density : ℝ → ℂ
  /-- The density is integrable over the real line. -/
  integrable : Integrable density

/-- The continuum part of the signal, `∫ g(E) exp(iEt) dE`. -/
def Continuum.signal (G : Continuum) (t : ℝ) : ℂ := ∫ E, G.density E * phase E t

/-- The bound-state part of the signal: a sum of oscillations with frequencies in the finite
set `s` and complex amplitudes `c`. -/
def boundSignal (s : Finset ℝ) (c : ℝ → ℂ) (t : ℝ) : ℂ := ∑ ω ∈ s, c ω * phase ω t

/-- A time shift multiplies an oscillation by a phase factor. -/
theorem phase_add (ω t τ : ℝ) : phase ω (t + τ) = phase ω τ * phase ω t := by
  simp only [phase]
  rw [← Complex.exp_add]
  congr 1
  push_cast
  ring

/-- After half a period the phase factor equals `-1`. -/
theorem phase_half_period {ω : ℝ} (hω : ω ≠ 0) : phase ω (Real.pi / ω) = -1 := by
  have h : ω * (Real.pi / ω) = Real.pi := by field_simp
  rw [phase, h, Complex.exp_pi_mul_I]

/-- The integrand of the continuum signal is integrable at every time. -/
theorem Continuum.integrable_integrand (G : Continuum) (t : ℝ) :
    Integrable (fun E => G.density E * phase E t) := by
  have hc : Continuous (fun E : ℝ => phase E t) := by
    unfold phase
    fun_prop
  refine G.integrable.mono
    (G.integrable.aestronglyMeasurable.mul hc.aestronglyMeasurable)
    (Eventually.of_forall fun E => ?_)
  rw [norm_mul, phase, Complex.norm_exp_ofReal_mul_I, mul_one]

/-- Dephasing: the continuum signal tends to zero at long times. -/
theorem Continuum.dephasing (G : Continuum) : Tendsto G.signal atTop (𝓝 0) := by
  have hp : 2 * Real.pi ≠ 0 := by positivity
  have hl : Tendsto (fun t : ℝ => -(t / (2 * Real.pi))) atTop (cocompact ℝ) :=
    (tendsto_neg_atTop_atBot.comp
      (tendsto_id.atTop_div_const (by positivity))).mono_right atBot_le_cocompact
  -- the Riemann–Lebesgue lemma, with time measured in units of 2π
  refine ((Real.tendsto_integral_exp_smul_cocompact G.density).comp hl).congr fun t => ?_
  refine integral_congr_ae (Eventually.of_forall fun E => ?_)
  have h : 2 * Real.pi * (-(E * -(t / (2 * Real.pi)))) = E * t := by
    calc 2 * Real.pi * (-(E * -(t / (2 * Real.pi))))
        = E * (t / (2 * Real.pi) * (2 * Real.pi)) := by ring
      _ = E * t := by rw [div_mul_cancel₀ _ hp]
  show Real.fourierChar (-(E * -(t / (2 * Real.pi)))) • G.density E
    = G.density E * phase E t
  rw [Circle.smul_def, Real.fourierChar_apply, h, smul_eq_mul]
  exact mul_comm _ _

/-- A single oscillation of non-zero frequency converges at long times only if its amplitude
is zero. -/
theorem amplitude_eq_zero {ω : ℝ} (hω : ω ≠ 0) {c L : ℂ}
    (h : Tendsto (fun t => c * phase ω t) atTop (𝓝 L)) : c = 0 := by
  -- a shift by half a period reverses the sign, so the limit is zero
  have hs := h.comp (tendsto_atTop_add_const_right atTop (Real.pi / ω) tendsto_id)
  have hn : Tendsto (fun t => c * phase ω t) atTop (𝓝 (-L)) := by
    refine hs.neg.congr fun t => ?_
    show -(c * phase ω (t + Real.pi / ω)) = c * phase ω t
    rw [phase_add, phase_half_period hω]
    ring
  have hL : L = 0 := by linear_combination (1 / 2) * tendsto_nhds_unique h hn
  -- the modulus does not depend on time
  have hc : Tendsto (fun _ : ℝ => ‖c‖) atTop (𝓝 ‖L‖) := h.norm.congr fun t => by
    rw [norm_mul, phase, Complex.norm_exp_ofReal_mul_I, mul_one]
  have he := tendsto_nhds_unique hc tendsto_const_nhds
  rw [hL, norm_zero] at he
  exact norm_eq_zero.mp he.symm

/-- If all amplitudes at non-zero frequency vanish, the bound-state signal is constant in time
and equals the sum of the amplitudes. -/
theorem boundSignal_static {s : Finset ℝ} {c : ℝ → ℂ}
    (h : ∀ ω ∈ s, ω ≠ 0 → c ω = 0) (t : ℝ) : boundSignal s c t = ∑ ω ∈ s, c ω := by
  refine Finset.sum_congr rfl fun ω hω => ?_
  by_cases h0 : ω = 0
  · simp [h0, phase]
  · simp [h ω hω h0]

/-- If a finite sum of bound-state oscillations converges at long times, every amplitude at
non-zero frequency is zero. -/
theorem bound_amplitudes_vanish (s : Finset ℝ) : ∀ (c : ℝ → ℂ) (L : ℂ),
    Tendsto (boundSignal s c) atTop (𝓝 L) → ∀ ω ∈ s, ω ≠ 0 → c ω = 0 := by
  induction s using Finset.induction_on with
  | empty =>
    intro c L _ ω hω
    simp at hω
  | insert ν s hν ih =>
    intro c L h
    have hrest : ∀ ω ∈ s, ω ≠ 0 → c ω = 0 := by
      intro ω hω h0
      have hne : ω - ν ≠ 0 := sub_ne_zero.mpr fun e => hν (e ▸ hω)
      -- a time shift that tells the frequencies ω and ν apart
      obtain ⟨τ, hτ⟩ : ∃ τ, phase ω τ - phase ν τ ≠ 0 := by
        have hm : ∀ τ, phase ω τ = phase (ω - ν) τ * phase ν τ := by
          intro τ
          simp only [phase]
          rw [← Complex.exp_add]
          congr 1
          push_cast
          ring
        refine ⟨Real.pi / (ω - ν), fun hz => ?_⟩
        rw [hm, phase_half_period hne] at hz
        have hv : phase ν (Real.pi / (ω - ν)) = 0 := by linear_combination (-1 / 2) * hz
        exact Complex.exp_ne_zero _ hv
      -- shifting and subtracting removes the frequency ν
      have hshift := (h.comp (tendsto_atTop_add_const_right atTop τ tendsto_id)).sub
        (h.const_mul (phase ν τ))
      have key : Tendsto (boundSignal s fun x => c x * (phase x τ - phase ν τ)) atTop
          (𝓝 (L - phase ν τ * L)) := by
        refine hshift.congr fun t => ?_
        show boundSignal (insert ν s) c (t + τ) - phase ν τ * boundSignal (insert ν s) c t
          = boundSignal s (fun x => c x * (phase x τ - phase ν τ)) t
        have e : ∑ x ∈ s, c x * (phase x τ - phase ν τ) * phase x t
            = ∑ x ∈ s, c x * (phase x τ * phase x t)
              - ∑ x ∈ s, phase ν τ * (c x * phase x t) := by
          rw [← Finset.sum_sub_distrib]
          exact Finset.sum_congr rfl fun x _ => by ring
        simp only [boundSignal, Finset.sum_insert hν, phase_add, mul_add, Finset.mul_sum]
        rw [e]
        ring
      have hz : c ω * (phase ω τ - phase ν τ) = 0 := ih _ _ key ω hω h0
      exact (mul_eq_zero.mp hz).resolve_right hτ
    intro ω hω h0
    rcases Finset.mem_insert.mp hω with e | hω'
    · -- only the oscillation at ν and a constant are left
      rw [e] at h0 ⊢
      have hlast : Tendsto (fun t => c ν * phase ν t) atTop (𝓝 (L - ∑ x ∈ s, c x)) := by
        refine (h.sub_const (∑ x ∈ s, c x)).congr fun t => ?_
        rw [← boundSignal_static hrest t]
        simp only [boundSignal, Finset.sum_insert hν]
        ring
      exact amplitude_eq_zero h0 hlast
    · exact hrest ω hω' h0

/-- If all amplitudes at non-zero frequency vanish, the full signal tends to the sum of the
bound-state amplitudes. -/
theorem tendsto_steady_value {s : Finset ℝ} {c : ℝ → ℂ} (G : Continuum)
    (h : ∀ ω ∈ s, ω ≠ 0 → c ω = 0) :
    Tendsto (fun t => boundSignal s c t + G.signal t) atTop (𝓝 (∑ ω ∈ s, c ω)) := by
  simp only [boundSignal_static h]
  simpa using G.dephasing.const_add (∑ ω ∈ s, c ω)

/-- A signal made of finitely many bound-state oscillations and a continuum part converges at
long times if and only if every bound-state amplitude at non-zero frequency is zero. -/
theorem converges_iff (s : Finset ℝ) (c : ℝ → ℂ) (G : Continuum) :
    (∃ L, Tendsto (fun t => boundSignal s c t + G.signal t) atTop (𝓝 L)) ↔
      ∀ ω ∈ s, ω ≠ 0 → c ω = 0 := by
  constructor
  · rintro ⟨L, h⟩
    -- the continuum part dephases and can be subtracted
    have hb : Tendsto (boundSignal s c) atTop (𝓝 L) := by
      simpa using h.sub G.dephasing
    exact bound_amplitudes_vanish s c L hb
  · exact fun h => ⟨_, tendsto_steady_value G h⟩

/-- The signal `a cos(wt)` plus a continuum part, with `w` non-zero, converges at long times if
and only if `a = 0`. -/
theorem cosine_converges_iff (a : ℝ) {w : ℝ} (hw : w ≠ 0) (G : Continuum) :
    (∃ L, Tendsto (fun t : ℝ => (a : ℂ) * (Real.cos (w * t) : ℂ) + G.signal t)
      atTop (𝓝 L)) ↔ a = 0 := by
  have hne : w ≠ -w := fun h => hw (by linarith)
  -- the cosine is a pair of oscillations at w and -w
  have hsig : ∀ t, boundSignal {w, -w} (fun _ => (a : ℂ) / 2) t
      = (a : ℂ) * (Real.cos (w * t) : ℂ) := by
    intro t
    have e : ((-w * t : ℝ) : ℂ) * Complex.I = -((w * t : ℝ) : ℂ) * Complex.I := by
      push_cast
      ring
    rw [boundSignal, Finset.sum_pair hne, Complex.ofReal_cos, Complex.cos]
    simp only [phase]
    rw [e]
    ring
  have key := converges_iff {w, -w} (fun _ => (a : ℂ) / 2) G
  simp only [hsig] at key
  rw [key]
  constructor
  · intro h
    have h2 : (a : ℂ) / 2 = 0 := h w (by simp) hw
    simpa using h2
  · intro h ω _ _
    simp [h]

end

end KeldyshDephasing
```

```lean
#print axioms KeldyshDephasing.Continuum.integrable_integrand
-- 'KeldyshDephasing.Continuum.integrable_integrand' depends on axioms: [propext, Classical.choice, Quot.sound]
#print axioms KeldyshDephasing.boundSignal_static
-- 'KeldyshDephasing.boundSignal_static' depends on axioms: [propext, Classical.choice, Quot.sound]
#print axioms KeldyshDephasing.cosine_converges_iff
-- 'KeldyshDephasing.cosine_converges_iff' depends on axioms: [propext, Classical.choice, Quot.sound]
```

## How the proof follows the derivation

`Continuum.integrable_integrand` shows that $g(E)e^{iEt}$ is integrable at every time, because the phase has modulus one. Lean assigns the value zero to the integral of a non-integrable function, so this lemma confirms that `G.signal` is a genuine integral.

`Continuum.dephasing` takes the Riemann–Lebesgue lemma from Mathlib, where the phase is $e^{-2\pi i E v}$ with a variable $v$ that leaves every bounded region. The proof sets $v = -t/(2\pi)$. The step `hl` shows that this $v$ does leave every bounded region, and the remaining lines identify the two integrands.

`amplitude_eq_zero` is the argument for a single oscillation. The step `hn` obtains the limit $-L$ from the half-period shift, `hL` concludes $L = 0$ from the uniqueness of limits, and `hc` uses the constant modulus.

`bound_amplitudes_vanish` is the induction. Its statement places `c` and `L` after the set `s`, so that the induction hypothesis applies to the modified amplitudes and the modified limit. Inside the proof,

- `hτ` records a shift that separates $\omega$ from $\nu$;
- `key` is the convergence of the shifted and subtracted signal, now a sum over `s` alone;
- `hrest` collects the conclusion for the frequencies in `s`;
- `hlast` isolates the oscillation at $\nu$, with `boundSignal_static` supplying the constant to subtract.

In `converges_iff`, the forward direction subtracts the continuum part and applies the induction result; the reverse direction is `tendsto_steady_value`. In `cosine_converges_iff`, the step `hsig` rewrites the cosine as a bound signal on `{w, -w}`.

## Late times determine the bound amplitudes

The same argument, carried out by hand and not stated in the file, gives a uniqueness result. Take two signals over the same finite set $s$, with amplitudes $c$ and $c'$ and integrable continua $g$ and $g'$, and suppose that their difference tends to zero. The difference is again a signal of this kind, with amplitudes $c - c'$ and density $g - g'$. The criterion gives $c(\omega) = c'(\omega)$ at every non-zero $\omega \in s$. If $0 \in s$, the limit of the difference is $c(0) - c'(0)$, so these amplitudes agree too. For a given set $s$, the late-time behaviour therefore determines every amplitude $c(\omega)$ in $B$, whatever the continua are. It doesn't separate the contributions that are summed in one $c(\omega)$.
